# The zero-temperature BCS gap for a constant attraction vanishes faster than every power of the coupling

## Definitions and conventions

Let $\xi$ be the band energy measured from the Fermi level, $\omega>0$ the energy cutoff of the attraction, and $g>0$ the dimensionless coupling, the product of the density of states per spin at the Fermi level and the attraction strength. Both factors are taken as constant within the cutoff. For a gap $\Delta>0$, define the pairing integral

$$I(\omega,\Delta)=\int_0^\omega\frac{d\xi}{\sqrt{\xi^2+\Delta^2}}.$$

The zero-temperature gap equation is $g\,I(\omega,\Delta)=1$. It expresses mean-field self-consistency after the normal solution $\Delta=0$ has been divided out. All limits are taken as $g\to0^+$ at fixed $\omega$.

## Solving the gap equation

The integrand has the antiderivative $\operatorname{arsinh}(\xi/\Delta)$, because

$$\frac{d}{d\xi}\operatorname{arsinh}\frac{\xi}{\Delta}=\frac{1}{\Delta\sqrt{1+\xi^2/\Delta^2}}=\frac1{\sqrt{\xi^2+\Delta^2}}.$$

Hence $I(\omega,\Delta)=\operatorname{arsinh}(\omega/\Delta)$. The gap equation becomes $\operatorname{arsinh}(\omega/\Delta)=1/g$, and its only positive solution is

$$\Delta(g)=\frac{\omega}{\sinh(1/g)}.$$

## Weak coupling

From $2\sinh(1/g)=e^{1/g}-e^{-1/g}$ we get $2e^{-1/g}\sinh(1/g)=1-e^{-2/g}$, so

$$\frac{\Delta(g)}{2\omega e^{-1/g}}=\frac{1}{1-e^{-2/g}}\to1.$$

Call this ratio $r(g)$ and set $x=1/g$. For every natural number $n$,

$$\frac{\Delta(g)}{g^n}=r(g)\,2\omega\,x^ne^{-x}\to0,$$

since $r(g)\to1$ and the exponential beats any power as $x\to\infty$.

## What a power series sees

Let $P(g)=\sum_{j=0}^N a_jg^j$, and suppose that it reproduces the gap up to $o(g^N)$, meaning $(\Delta(g)-P(g))/g^N\to0$. Since $\Delta(g)/g^N\to0$, also $P(g)/g^N\to0$. For $k\le N$ it follows that

$$\frac{P(g)}{g^k}=g^{N-k}\frac{P(g)}{g^N}\to0.$$

If all coefficients below order $k$ are already known to vanish, then

$$\frac{P(g)}{g^k}=a_k+\sum_{j=k+1}^N a_jg^{j-k}\to a_k,$$

so $a_k=0$. Starting at $k=0$, this removes every coefficient in turn. Conversely, if all of them vanish, the error is $\Delta(g)$ itself, which is $o(g^N)$.

Within this mean-field model with constant coupling, a power expansion of the gap about $g=0$ therefore returns zero at every order, although the gap is positive for every $g>0$.

## The statement in Lean

`pairingIntegral ω Δ` is the integral above and `gap ω g` is the closed formula. The two are connected by `gap_equation_iff`: for positive `ω`, `g` and `Δ`, the gap equation holds exactly when `Δ = gap ω g`. Together with `gap_pos`, this gives existence and uniqueness of the positive solution.

The filter `𝓝[>] 0` encodes $g\to0^+$. In `perturbation_series_iff`, the sequence `a` supplies the coefficients, and `Finset.range (N + 1)` selects orders $0$ to $N$. The theorem concerns power expansions of the gap in $g$, not diagrams or expansions of other quantities. The gap equation is taken as the starting point and is not derived from a Hamiltonian; temperature, momentum dependence of the gap and a coupling-dependent cutoff do not enter.

```lean
import Mathlib

open Filter Topology

namespace BCSGapEquation

noncomputable section

/-- The zero-temperature pairing integral of `1 / √(ξ² + Δ²)` over band energies `ξ` from `0`
to the cutoff `ω`, for a gap `Δ ≠ 0`. -/
def pairingIntegral (ω Δ : ℝ) : ℝ :=
  ∫ ξ in (0 : ℝ)..ω, 1 / Real.sqrt (ξ ^ 2 + Δ ^ 2)

/-- The gap `ω / sinh (1 / g)` as a function of the cutoff `ω` and the dimensionless
coupling `g ≠ 0`. -/
def gap (ω g : ℝ) : ℝ := ω / Real.sinh (1 / g)

/-- For a positive gap the pairing integral equals `arsinh (ω / Δ)`. -/
theorem pairingIntegral_eq (ω : ℝ) {Δ : ℝ} (hΔ : 0 < Δ) :
    pairingIntegral ω Δ = Real.arsinh (ω / Δ) := by
  -- the antiderivative is `arsinh (ξ / Δ)`
  have hder : ∀ ξ : ℝ, HasDerivAt (fun x : ℝ => Real.arsinh (x / Δ))
      (1 / Real.sqrt (ξ ^ 2 + Δ ^ 2)) ξ := by
    intro ξ
    have hq : Δ * (ξ / Δ) = ξ := by field_simp
    have hsq : ξ ^ 2 + Δ ^ 2 = Δ ^ 2 * (1 + (ξ / Δ) ^ 2) := by
      linear_combination (-(Δ * (ξ / Δ) + ξ)) * hq
    have hs : Real.sqrt (ξ ^ 2 + Δ ^ 2) = Δ * Real.sqrt (1 + (ξ / Δ) ^ 2) := by
      rw [hsq, Real.sqrt_mul (sq_nonneg Δ), Real.sqrt_sq hΔ.le]
    have h := (Real.hasDerivAt_arsinh (ξ / Δ)).comp ξ ((hasDerivAt_id' ξ).div_const Δ)
    refine HasDerivAt.congr_deriv h ?_
    rw [hs, one_div, one_div, mul_inv, mul_comm]
  have hcont : Continuous (fun ξ : ℝ => 1 / Real.sqrt (ξ ^ 2 + Δ ^ 2)) :=
    continuous_const.div (by fun_prop) (fun ξ => (Real.sqrt_pos.2 (by positivity)).ne')
  unfold pairingIntegral
  rw [intervalIntegral.integral_eq_sub_of_hasDerivAt (fun ξ _ => hder ξ)
    (hcont.intervalIntegrable 0 ω)]
  simp

/-- The gap is strictly positive for every positive cutoff and positive coupling. -/
theorem gap_pos {ω g : ℝ} (hω : 0 < ω) (hg : 0 < g) : 0 < gap ω g :=
  div_pos hω (Real.sinh_pos_iff.2 (by positivity))

/-- For positive cutoff and coupling, a positive `Δ` solves the zero-temperature gap equation
exactly when `Δ = ω / sinh (1 / g)`. -/
theorem gap_equation_iff {ω g Δ : ℝ} (hω : 0 < ω) (hg : 0 < g) (hΔ : 0 < Δ) :
    g * pairingIntegral ω Δ = 1 ↔ Δ = gap ω g := by
  have hs : 0 < Real.sinh (1 / g) := Real.sinh_pos_iff.2 (by positivity)
  rw [pairingIntegral_eq ω hΔ, gap, eq_div_iff hs.ne']
  constructor
  · intro h
    have h1 : Real.arsinh (ω / Δ) = 1 / g := by
      rw [eq_div_iff hg.ne']
      linarith
    rw [← h1, Real.sinh_arsinh]
    field_simp
  · intro h
    have h2 : ω / Δ = Real.sinh (1 / g) := by
      rw [div_eq_iff hΔ.ne']
      linarith
    rw [h2, Real.arsinh_sinh]
    exact mul_one_div_cancel hg.ne'

/-- For positive cutoff and coupling, the ratio of the gap to `2 ω exp (-1/g)` is exactly
`1 / (1 - exp (-2/g))`. -/
theorem gap_ratio {ω g : ℝ} (hω : 0 < ω) (hg : 0 < g) :
    gap ω g / (2 * ω * Real.exp (-(1 / g))) = 1 / (1 - Real.exp (-(2 / g))) := by
  have hs : 0 < Real.sinh (1 / g) := Real.sinh_pos_iff.2 (by positivity)
  have h1 : Real.exp (-(1 / g)) * Real.exp (1 / g) = 1 := by
    rw [← Real.exp_add, neg_add_cancel, Real.exp_zero]
  have h2 : Real.exp (-(1 / g)) * Real.exp (-(1 / g)) = Real.exp (-(2 / g)) := by
    rw [← Real.exp_add]
    congr 1
    ring
  have h : 2 * Real.exp (-(1 / g)) * Real.sinh (1 / g) = 1 - Real.exp (-(2 / g)) := by
    rw [Real.sinh_eq]
    linear_combination h1 - h2
  have hne : 1 - Real.exp (-(2 / g)) ≠ 0 := by
    rw [← h]
    positivity
  rw [gap, div_div, div_eq_div_iff (by positivity) hne]
  linear_combination (-ω) * h

/-- Weak-coupling formula: for a positive cutoff, the ratio of the gap to `2 ω exp (-1/g)`
tends to one as the coupling tends to zero from above. -/
theorem gap_weak_coupling {ω : ℝ} (hω : 0 < ω) :
    Tendsto (fun g : ℝ => gap ω g / (2 * ω * Real.exp (-(1 / g)))) (𝓝[>] 0) (𝓝 1) := by
  have hinv : Tendsto (fun g : ℝ => 2 / g) (𝓝[>] 0) atTop := by
    simp only [div_eq_mul_inv]
    exact tendsto_inv_nhdsGT_zero.const_mul_atTop two_pos
  have hexp : Tendsto (fun g : ℝ => Real.exp (-(2 / g))) (𝓝[>] 0) (𝓝 0) :=
    Real.tendsto_exp_neg_atTop_nhds_zero.comp hinv
  have hlim : Tendsto (fun g : ℝ => 1 / (1 - Real.exp (-(2 / g)))) (𝓝[>] 0)
      (𝓝 (1 / (1 - 0))) :=
    tendsto_const_nhds.div (tendsto_const_nhds.sub hexp) (by norm_num)
  rw [sub_zero, div_one] at hlim
  refine hlim.congr' ?_
  filter_upwards [self_mem_nhdsWithin] with g hg
  exact (gap_ratio hω (Set.mem_Ioi.1 hg)).symm

/-- For a positive cutoff, the gap vanishes faster than every power of the coupling as the
coupling tends to zero from above. -/
theorem gap_div_pow_tendsto_zero {ω : ℝ} (hω : 0 < ω) (n : ℕ) :
    Tendsto (fun g : ℝ => gap ω g / g ^ n) (𝓝[>] 0) (𝓝 0) := by
  have hpow : Tendsto (fun g : ℝ => g⁻¹ ^ n * Real.exp (-g⁻¹)) (𝓝[>] 0) (𝓝 0) :=
    (Real.tendsto_pow_mul_exp_neg_atTop_nhds_zero n).comp tendsto_inv_nhdsGT_zero
  have hlim := (gap_weak_coupling hω).mul (hpow.const_mul (2 * ω))
  rw [mul_zero, mul_zero] at hlim
  -- split off the weak-coupling ratio, which stays bounded
  have key : ∀ g : ℝ, gap ω g / (2 * ω * Real.exp (-(1 / g))) *
      (2 * ω * (g⁻¹ ^ n * Real.exp (-g⁻¹))) = gap ω g / g ^ n := by
    intro g
    have hne : 2 * ω * Real.exp (-(1 / g)) ≠ 0 := by positivity
    have hr := div_mul_cancel₀ (gap ω g) hne
    generalize gap ω g / (2 * ω * Real.exp (-(1 / g))) = r at hr ⊢
    rw [← hr, inv_pow, one_div]
    ring
  exact hlim.congr key

/-- For a positive cutoff, a polynomial of degree at most `N` in the coupling reproduces the gap up
to an error `o(g ^ N)` as `g` tends to zero from above exactly when all its coefficients up to order
`N` vanish. -/
theorem perturbation_series_iff {ω : ℝ} (hω : 0 < ω) (a : ℕ → ℝ) (N : ℕ) :
    Tendsto (fun g : ℝ => (gap ω g - ∑ j ∈ Finset.range (N + 1), a j * g ^ j) / g ^ N)
      (𝓝[>] 0) (𝓝 0) ↔ ∀ k ≤ N, a k = 0 := by
  constructor
  · intro h
    have hid : Tendsto (fun g : ℝ => g) (𝓝[>] 0) (𝓝 0) :=
      tendsto_id.mono_left nhdsWithin_le_nhds
    -- the polynomial itself must be `o(g ^ N)`
    have hP : Tendsto (fun g : ℝ => (∑ j ∈ Finset.range (N + 1), a j * g ^ j) / g ^ N)
        (𝓝[>] 0) (𝓝 0) := by
      have h' := (gap_div_pow_tendsto_zero hω N).sub h
      rw [sub_zero] at h'
      exact h'.congr (fun g => by simp only [← sub_div, sub_sub_cancel])
    intro k
    induction k using Nat.strong_induction_on with
    | _ k ih =>
      intro hk
      have h0 : Tendsto (fun g : ℝ => (∑ j ∈ Finset.range (N + 1), a j * g ^ j) / g ^ k)
          (𝓝[>] 0) (𝓝 0) := by
        have h' := hP.mul (hid.pow (N - k))
        rw [zero_mul] at h'
        refine h'.congr' ?_
        filter_upwards [self_mem_nhdsWithin] with g hg
        have hg0 : g ≠ 0 := (Set.mem_Ioi.1 hg).ne'
        have hp : g ^ N = g ^ (N - k) * g ^ k := by
          rw [← pow_add, Nat.sub_add_cancel hk]
        rw [div_mul_eq_mul_div, div_eq_div_iff (pow_ne_zero _ hg0) (pow_ne_zero _ hg0), hp]
        ring
      -- divided by `g ^ k`, only the term of order `k` survives
      have h1 : Tendsto (fun g : ℝ => ∑ j ∈ Finset.range (N + 1), a j * g ^ j / g ^ k)
          (𝓝[>] 0) (𝓝 (∑ j ∈ Finset.range (N + 1), if j = k then a k else 0)) := by
        refine tendsto_finsetSum _ (fun j _ => ?_)
        rcases lt_trichotomy j k with hj | hj | hj
        · have haj : a j = 0 := ih j hj (by omega)
          simp [haj, hj.ne]
        · rw [if_pos hj, hj]
          refine tendsto_const_nhds.congr' ?_
          filter_upwards [self_mem_nhdsWithin] with g hg
          rw [mul_div_cancel_right₀ _ (pow_ne_zero _ (Set.mem_Ioi.1 hg).ne')]
        · rw [if_neg hj.ne']
          have h' := (hid.pow (j - k)).const_mul (a j)
          rw [zero_pow (Nat.sub_ne_zero_of_lt hj), mul_zero] at h'
          refine h'.congr' ?_
          filter_upwards [self_mem_nhdsWithin] with g hg
          rw [eq_div_iff (pow_ne_zero _ (Set.mem_Ioi.1 hg).ne'), mul_assoc, ← pow_add,
            Nat.sub_add_cancel hj.le]
      have h2 := tendsto_nhds_unique h1 (h0.congr (fun g => Finset.sum_div _ _ _))
      rw [Finset.sum_ite_eq', if_pos (Finset.mem_range.2 (Nat.lt_succ_of_le hk))] at h2
      exact h2
  · intro ha
    refine (gap_div_pow_tendsto_zero hω N).congr (fun g => ?_)
    have hsum : ∑ j ∈ Finset.range (N + 1), a j * g ^ j = 0 :=
      Finset.sum_eq_zero (fun j hj => by
        rw [ha j (Nat.le_of_lt_succ (Finset.mem_range.1 hj)), zero_mul])
    rw [hsum, sub_zero]

end

end BCSGapEquation
```

```lean
#print axioms BCSGapEquation.gap_pos
#print axioms BCSGapEquation.gap_equation_iff
#print axioms BCSGapEquation.gap_div_pow_tendsto_zero
#print axioms BCSGapEquation.perturbation_series_iff
```

```
'BCSGapEquation.gap_pos' depends on axioms: [propext, Classical.choice, Quot.sound]
'BCSGapEquation.gap_equation_iff' depends on axioms: [propext, Classical.choice, Quot.sound]
'BCSGapEquation.gap_div_pow_tendsto_zero' depends on axioms: [propext, Classical.choice, Quot.sound]
'BCSGapEquation.perturbation_series_iff' depends on axioms: [propext, Classical.choice, Quot.sound]
```

## Reading the proof

In `pairingIntegral_eq`, `hder` is the derivative computed above and `hcont` provides integrability; the fundamental theorem of calculus then evaluates the integral. The two directions of `gap_equation_iff` apply $\sinh$ and $\operatorname{arsinh}$ respectively.

`gap_ratio` proves the exact ratio from the exponential form of $\sinh$. `gap_weak_coupling` takes its limit, using `filter_upwards` to restrict the identity to $g>0$. In `gap_div_pow_tendsto_zero`, `hpow` is the limit of $x^ne^{-x}$ and `key` is the factorisation through $r(g)$.

For the forward direction of `perturbation_series_iff`, `hP` subtracts the error from the gap to obtain $P(g)/g^N\to0$. Strong induction then treats order $k$ with all lower coefficients known to vanish. `h0` gives the limit $0$ for $P(g)/g^k$. `h1` computes the same limit term by term: terms with $j<k$ vanish by induction, the term $j=k$ gives $a_k$, and those with $j>k$ carry a positive power of $g$. Uniqueness of limits, `tendsto_nhds_unique`, yields $a_k=0$. The reverse direction sets the sum to zero and uses the previous theorem.
